# Scaled trial states bound the second-order energy of the Z-expansion by −b²/(4a)

Take a nonrelativistic atom with a fixed number of electrons and let its nuclear charge Z grow. The nucleus dominates, and the electron repulsion becomes a perturbation. Suppose the ground-state energy then behaves as

E(Z) = −aZ² + bZ + e + (terms that vanish as Z → ∞).

The first two coefficients come from the unperturbed state. The second-order coefficient e also depends on how that state responds to the repulsion. The simplest response is a uniform expansion of the electron cloud, and the question is how much of e it accounts for.

Take the unperturbed state at Z = 1 and dilate it by a scale t > 0, with larger t meaning a more compact cloud. At nuclear charge Z this trial state has the energy

a t² − 2aZt + bt.

Layzer's screening constant is σ = b/(2a), and the screened energy is −a(Z − σ)². A single σ serves the whole atom here; screening orbital by orbital is not modelled.

```lean
import Mathlib

open Filter Topology

namespace LayzerScreening

noncomputable section

/-- Energy at nuclear charge `Z` of a trial state dilated by the scale `t`, with leading
coefficient `a` and first-order repulsion coefficient `b`. -/
def scaledEnergy (a b Z t : ℝ) : ℝ := a * t ^ 2 - 2 * a * Z * t + b * t

/-- Layzer's screening constant `b / (2a)`, for `a ≠ 0`. -/
def screening (a b : ℝ) : ℝ := b / (2 * a)

/-- The screened energy `-a (Z - σ)²` with `σ` the screening constant, for `a ≠ 0`. -/
def screenedEnergy (a b Z : ℝ) : ℝ := -(a * (Z - screening a b) ^ 2)
```

## Attraction twice the kinetic energy

Describe a trial state at t = 1 by three numbers: kinetic energy T, nuclear attraction A per unit charge (counted positive) and electron repulsion W. Dilation by t gives

t²T − tZA + tW.

If A = 2T, this is the scaled energy with a = T and b = W. The condition `hvir` is the virial relation for electrons without mutual repulsion at Z = 1: t²T − tA is then stationary at t = 1.

In Lean the state is only this triple of real numbers. There is no wavefunction or Hamiltonian operator, and the scaling laws enter as the definition `TrialValues.dilate`. The theorem `energy_dilate` substitutes `hvir` and compares polynomials.

```lean
/-- The expectation values of a trial state: kinetic energy, nuclear attraction per unit
nuclear charge (counted positive), and electron repulsion. -/
structure TrialValues where
  kinetic : ℝ
  attraction : ℝ
  repulsion : ℝ

/-- Dilation by `t` multiplies the kinetic energy by `t²` and both Coulomb terms by `t`. -/
def TrialValues.dilate (φ : TrialValues) (t : ℝ) : TrialValues :=
  ⟨t ^ 2 * φ.kinetic, t * φ.attraction, t * φ.repulsion⟩

/-- The expectation value of the atomic Hamiltonian at nuclear charge `Z`. -/
def TrialValues.energy (φ : TrialValues) (Z : ℝ) : ℝ :=
  φ.kinetic - Z * φ.attraction + φ.repulsion

/-- If the attraction is twice the kinetic energy, the energy of the dilated trial state is
the scaled energy with `a` the kinetic energy and `b` the repulsion. -/
theorem energy_dilate {φ : TrialValues} (hvir : φ.attraction = 2 * φ.kinetic) (Z t : ℝ) :
    (φ.dilate t).energy Z = scaledEnergy φ.kinetic φ.repulsion Z t := by
  simp only [TrialValues.energy, TrialValues.dilate, scaledEnergy, hvir]
  ring
```

Without the relation, the bound for trial states can fail. Take T = 1, A = 1, W = 0 and E(Z) = −Z² + 1, chosen as numbers and not as a real atom. The dilated energy t² − Zt is never below −Z²/4, so E lies beneath it for all large Z. Yet E(Z) + Z² tends to 1, whereas the bound would demand e ≤ 0.

## A positive leading coefficient

Physically, a is a kinetic energy, hence a > 0. By hand, this makes the parabola in t open upwards. Since b = 2aσ, completing the square gives

a t² − 2aZt + bt = a t² − 2a(Z − σ)t = −a(Z − σ)² + a(t − (Z − σ))².

The last term is non-negative and vanishes only at t = Z − σ, so over all real t the minimum is the screened energy, reached at a positive scale when Z > σ. Expanding it, with 2aσ = b and aσ² = b²/(4a), gives

−a(Z − σ)² = −aZ² + bZ − b²/(4a).

In the proofs, `linear_combination` carries out both identities from the relation 2aσ = b. They need only a ≠ 0; positivity enters in `screenedEnergy_minimum`, through `mul_nonneg`.

```lean
/-- The scaled energy is the screened energy plus `a` times the squared distance of the scale from
the screened charge. -/
theorem scaledEnergy_eq {a : ℝ} (ha : a ≠ 0) (b Z t : ℝ) :
    scaledEnergy a b Z t = screenedEnergy a b Z + a * (t - (Z - screening a b)) ^ 2 := by
  have h : 2 * a * screening a b = b := by
    unfold screening
    field_simp
  unfold scaledEnergy screenedEnergy
  linear_combination (-t) * h

/-- For `a > 0` the screened energy is a lower bound of the scaled energy, reached exactly when the
scale equals the screened charge. -/
theorem screenedEnergy_minimum {a : ℝ} (ha : 0 < a) (b Z t : ℝ) :
    screenedEnergy a b Z ≤ scaledEnergy a b Z t ∧
      (scaledEnergy a b Z t = screenedEnergy a b Z ↔ t = Z - screening a b) := by
  rw [scaledEnergy_eq ha.ne']
  refine ⟨le_add_of_nonneg_right (mul_nonneg ha.le (sq_nonneg _)), ?_, ?_⟩
  · intro h
    have h1 : a * (t - (Z - screening a b)) ^ 2 = 0 := by linarith
    have h2 := (mul_eq_zero.mp h1).resolve_left ha.ne'
    have h3 : t - (Z - screening a b) = 0 := (pow_eq_zero_iff two_ne_zero).mp h2
    linarith
  · intro h
    rw [h]
    ring

/-- The Z-expansion of the screened energy ends at second order, with constant term
`-b² / (4a)`. -/
theorem screenedEnergy_expansion {a : ℝ} (ha : a ≠ 0) (b Z : ℝ) :
    screenedEnergy a b Z = -(a * Z ^ 2) + b * Z - b ^ 2 / (4 * a) := by
  have h : 2 * a * screening a b = b := by
    unfold screening
    field_simp
  have h2 : a * screening a b ^ 2 = b ^ 2 / (4 * a) := by
    rw [eq_div_iff (mul_ne_zero (by norm_num) ha)]
    linear_combination (2 * a * screening a b + b) * h
  unfold screenedEnergy
  linear_combination Z * h - h2
```

For a < 0 the scaled energy falls without limit as t grows. No real E(Z) could lie below it at every scale, so the variational assumption could not be met.

The theorems leave the sign of b free, although physically b is a repulsion energy and never negative. For b = 0 there is no screening, and the bound reads e ≤ 0.

## A variational bound at every positive scale

The hypothesis `hvar` stands for the variational principle: the true energy does not exceed that of any dilated trial state. It is assumed, and only for sufficiently large Z.

By hand, with a > 0, it is used once. When Z > σ, the scale t = Z − σ is positive and therefore allowed, so

E(Z) ≤ −aZ² + bZ − b²/(4a),

E(Z) + aZ² − bZ ≤ −b²/(4a).

Letting Z → ∞ gives e ≤ −b²/(4a).

```lean
/-- If the energy lies below the scaled energy at every positive scale for all large `Z`, and
`E(Z) + aZ² - bZ` tends to `e`, then `e ≤ -b² / (4a)`. -/
theorem second_order_le {a b e : ℝ} {E : ℝ → ℝ} (ha : 0 < a)
    (hvar : ∀ᶠ Z in atTop, ∀ t : ℝ, 0 < t → E Z ≤ scaledEnergy a b Z t)
    (hlim : Tendsto (fun Z => E Z + a * Z ^ 2 - b * Z) atTop (𝓝 e)) :
    e ≤ -(b ^ 2 / (4 * a)) := by
  refine le_of_tendsto hlim ?_
  filter_upwards [hvar, eventually_gt_atTop (screening a b)] with Z hZ hσ
  -- the optimal scale is positive once the charge exceeds the screening
  have h1 := hZ (Z - screening a b) (sub_pos.mpr hσ)
  have h2 := (screenedEnergy_minimum ha b Z (Z - screening a b)).2.mpr rfl
  have h3 := screenedEnergy_expansion ha.ne' b Z
  linarith
```

The proof turns on `le_of_tendsto`: if a function tends to a limit and is eventually at most some constant, so is the limit. "Eventually" is the quantifier `∀ᶠ Z in atTop`, meaning for all Z beyond some threshold. `filter_upwards` combines the unknown threshold in `hvar` with the condition Z > σ and leaves a single Z satisfying both. What remains is the inequality above, closed by `linarith`, and no threshold is ever computed.

The freedom to choose t matters. Suppose the bound were known only at t = Z, the unscreened state. With a = 1 and b = 2, the function E(Z) = −Z² + 2Z, again not a real atom's energy, meets it with equality and has e = 0, above the claimed bound of −1.

## A finite second-order coefficient

The hypothesis `hlim` says that E(Z) + aZ² − bZ tends to e. It asks that the trial state already give the first two coefficients of the energy exactly, and that a finite remainder survive. By hand and in Lean, it carries the inequality from each large Z to e.

Without it, e has no tie to E, and such a coefficient need not exist. The function −a(Z − σ)² − Z, put in place of a real energy, satisfies the variational bound for large Z, but E(Z) + aZ² − bZ then tends to −∞.

The limit also settles when equality holds. By the expansion,

E(Z) + a(Z − σ)² = E(Z) + aZ² − bZ + b²/(4a) → e + b²/(4a).

Since limits are unique, e = −b²/(4a) exactly when the energy and the screened energy merge at large Z. This needs a ≠ 0 but no variational bound. The screened energy itself attains the bound, so the constant is the best possible under these hypotheses.

```lean
/-- When `E(Z) + aZ² - bZ` tends to `e`, the value `e` equals `-b² / (4a)` exactly if the
difference between the energy and the screened energy vanishes at large `Z`. -/
theorem second_order_eq_iff {a b e : ℝ} {E : ℝ → ℝ} (ha : a ≠ 0)
    (hlim : Tendsto (fun Z => E Z + a * Z ^ 2 - b * Z) atTop (𝓝 e)) :
    e = -(b ^ 2 / (4 * a)) ↔
      Tendsto (fun Z => E Z - screenedEnergy a b Z) atTop (𝓝 0) := by
  -- the difference always tends to `e + b² / (4a)`
  have h : Tendsto (fun Z => E Z - screenedEnergy a b Z) atTop
      (𝓝 (e + b ^ 2 / (4 * a))) := by
    refine Tendsto.congr (fun Z => ?_) (hlim.add_const (b ^ 2 / (4 * a)))
    show E Z + a * Z ^ 2 - b * Z + b ^ 2 / (4 * a) = E Z - screenedEnergy a b Z
    linarith [screenedEnergy_expansion ha b Z]
  constructor
  · intro he
    have h0 : e + b ^ 2 / (4 * a) = 0 := by linarith
    rwa [h0] at h
  · intro h'
    have h0 := tendsto_nhds_unique h h'
    linarith

/-- For `a > 0` the screened energy itself is at most the scaled energy at every scale, and its
second-order coefficient is exactly `-b² / (4a)`. -/
theorem second_order_sharp {a : ℝ} (ha : 0 < a) (b : ℝ) :
    (∀ Z t : ℝ, screenedEnergy a b Z ≤ scaledEnergy a b Z t) ∧
      Tendsto (fun Z => screenedEnergy a b Z + a * Z ^ 2 - b * Z) atTop
        (𝓝 (-(b ^ 2 / (4 * a)))) := by
  refine ⟨fun Z t => (screenedEnergy_minimum ha b Z t).1, ?_⟩
  refine Tendsto.congr (fun Z => ?_) tendsto_const_nhds
  linarith [screenedEnergy_expansion ha.ne' b Z]
```

## The bound for a 1s² trial state

Combining `energy_dilate` with the main bound gives e ≤ −W²/(4T) for a trial state with T > 0 and A = 2T, provided that T and W are the coefficients a and b of the true energy. The hypothesis `hlim` contains this condition.

```lean
/-- For a trial state whose attraction is twice its kinetic energy, the variational bound on
all its dilations limits the second-order coefficient by its repulsion and kinetic energy. -/
theorem second_order_le_of_trial {φ : TrialValues} {e : ℝ} {E : ℝ → ℝ}
    (hkin : 0 < φ.kinetic) (hvir : φ.attraction = 2 * φ.kinetic)
    (hvar : ∀ᶠ Z in atTop, ∀ t : ℝ, 0 < t → E Z ≤ (φ.dilate t).energy Z)
    (hlim : Tendsto (fun Z => E Z + φ.kinetic * Z ^ 2 - φ.repulsion * Z) atTop (𝓝 e)) :
    e ≤ -(φ.repulsion ^ 2 / (4 * φ.kinetic)) := by
  refine second_order_le hkin ?_ hlim
  filter_upwards [hvar] with Z hZ t ht
  rw [← energy_dilate hvir]
  exact hZ t ht
```

Two electrons in a 1s orbital of unit exponent have T = 1, A = 2 and W = 5/8 in hartree. The file takes these values as given, without evaluating the integrals. Then σ = 5/16 and the bound is −25/256. The last theorem checks that these numbers, with the screened energy standing in for the true energy E, satisfy every hypothesis.

```lean
/-- Trial values with kinetic energy 1, attraction 2 and repulsion 5/8. -/
def sampleTrial : TrialValues := ⟨1, 2, 5 / 8⟩

/-- The sample trial values and their screened energy meet the hypotheses of the bound for
trial states, with second-order coefficient `-25/256`. -/
theorem second_order_le_of_trial_witness :
    0 < sampleTrial.kinetic ∧ sampleTrial.attraction = 2 * sampleTrial.kinetic ∧
      (∀ Z t : ℝ, screenedEnergy 1 (5 / 8) Z ≤ (sampleTrial.dilate t).energy Z) ∧
      Tendsto (fun Z => screenedEnergy 1 (5 / 8) Z + sampleTrial.kinetic * Z ^ 2
        - sampleTrial.repulsion * Z) atTop (𝓝 (-(25 / 256))) := by
  have hv : sampleTrial.attraction = 2 * sampleTrial.kinetic := by
    norm_num [sampleTrial]
  have hs := second_order_sharp (one_pos : (0 : ℝ) < 1) (5 / 8)
  refine ⟨by norm_num [sampleTrial], hv, fun Z t => ?_, ?_⟩
  · rw [energy_dilate hv]
    exact hs.1 Z t
  · have h := hs.2
    have h0 : -((5 / 8 : ℝ) ^ 2 / (4 * 1)) = -(25 / 256) := by norm_num
    rw [h0] at h
    exact h

end

end LayzerScreening
```

For electronic structure, this measures what a one-parameter family of uniformly scaled states captures of the second-order energy; anything below −b²/(4a) must come from changes in the state other than uniform scaling.

```lean
#print axioms LayzerScreening.second_order_eq_iff
#print axioms LayzerScreening.second_order_le_of_trial
```

```
'LayzerScreening.second_order_eq_iff' depends on axioms: [propext, Classical.choice, Quot.sound]
'LayzerScreening.second_order_le_of_trial' depends on axioms: [propext, Classical.choice, Quot.sound]
```
